# $N$ equally spaced azimuths average all trigonometric polynomials of degree at most $d$ exactly if and only if $d<N$

Take an orthorhombic $g$ tensor with the magnetic field at polar angle $\theta$ and azimuth $\phi$ in its principal frame:

$$g^2(\theta,\phi)=(g_x^2\cos^2\phi+g_y^2\sin^2\phi)\sin^2\theta+g_z^2\cos^2\theta .$$

Average this over the two azimuths $0$ and $\pi$, and $g_y$ never enters. The result is smooth in $\theta$ and looks plausible, but it is wrong whenever $g_x^2\neq g_y^2$ and $\sin\theta\neq0$. The grid has mistaken a $\cos 2\phi$ variation for a constant.

## Grid mean and circular mean

Let the signal be a finite sum of azimuthal harmonics with complex coefficients $c_k$,

$$f(\phi)=\sum_{k=-d}^{d}c_k e^{ik\phi}.$$

For $N\ge1$ and a starting angle $\alpha$, define the grid mean and the circular mean by

$$G[f]=\frac1N\sum_{j=0}^{N-1}f\!\left(\alpha+\frac{2\pi j}{N}\right),\qquad M[f]=\frac1{2\pi}\int_0^{2\pi}f(\phi)\,d\phi .$$

If $d<N$, then $G[f]=M[f]=c_0$ for every $\alpha$. If $d\ge N$, some choice of coefficients makes the two means differ. In particular, $\cos(N\phi)$ has circular mean $0$ and grid mean $\cos(N\alpha)$, which is $1$ on the unshifted grid.

## The azimuthal loop of a powder simulation

One simple product grid for a powder average in continuous-wave EPR fixes $\theta$, sums over azimuths `alpha + 2*pi*j/N` and divides by $N$. For quantities with finitely many azimuthal harmonics, the condition $d<N$ guarantees that this inner average is exact. The $g^2$ above has degree at most 2, so three azimuths suffice. For a positive integer $p$, its $p$-th power has degree at most $2p$, so $2p+1$ azimuths suffice. The positive square root $g$ itself is not a finite sum of harmonics when $g_x^2\neq g_y^2$ and $\sin\theta\neq0$, so the theorem does not cover its average.

Equal spacing around the circle matters too. A loop that includes both endpoints, with angles $0,\pi,2\pi$, counts one direction twice. It gives $e^{i\phi}$ the mean $(1-1+1)/3=1/3$ instead of $0$, although $d=1<3$.

## Roots of unity and aliasing

On the grid, a single harmonic is a geometric sequence:

$$e^{ik(\alpha+2\pi j/N)}=e^{ik\alpha}\zeta^j,\qquad \zeta=e^{2\pi ik/N}.$$

If $N$ divides $k$, then $\zeta=1$, the sum of the $\zeta^j$ is $N$, and the grid mean is $e^{ik\alpha}$. Otherwise $k/N$ is not an integer, so $\zeta\ne1$, while $\zeta^N=e^{2\pi ik}=1$. Then

$$(\zeta-1)\sum_{j=0}^{N-1}\zeta^j=\zeta^N-1=0,$$

and the sum vanishes. By linearity,

$$G[f]=\sum_{\substack{|k|\le d\\ N\mid k}}c_k e^{ik\alpha}.$$

On the full circle, the harmonic $k=0$ has mean 1. For $k\ne0$,

$$\int_0^{2\pi}e^{ik\phi}\,d\phi=\frac{e^{2\pi ik}-1}{ik}=0,$$

so $M[f]=c_0$.

A nonzero multiple of $N$ has absolute value at least $N$. If $d<N$, only $k=0$ therefore survives in the grid mean, and $G[f]=c_0$. If $d\ge N$, choose $c_N=1$ and all other coefficients zero. The grid mean is then $e^{iN\alpha}$, which has modulus 1, while the circular mean is 0. Hence no starting angle rescues the whole class.

For the cosine, $N(\alpha+2\pi j/N)=N\alpha+2\pi j$, so every grid point returns $\cos(N\alpha)$. The integral over one turn is $\sin(2\pi N)/N=0$.

## The Lean file

```lean
import Mathlib

open scoped Real

namespace AzimuthalPowderGrid

noncomputable section

/-- The azimuthal harmonic `exp(i k φ)` of integer order `k`. -/
def harmonic (k : ℤ) (φ : ℝ) : ℂ := Complex.exp (k * Complex.I * φ)

/-- A complex trigonometric polynomial of degree at most `d` in the azimuth `φ`,
with coefficients `c k` for `-d ≤ k ≤ d`. -/
def trigPoly (d : ℕ) (c : ℤ → ℂ) (φ : ℝ) : ℂ :=
  ∑ k ∈ Finset.Icc (-(d : ℤ)) d, c k * harmonic k φ

/-- The average of a signal over the `N ≥ 1` equally spaced angles `α + 2πj/N`,
`j = 0, …, N - 1`. -/
def gridMean (N : ℕ) (α : ℝ) (f : ℝ → ℂ) : ℂ :=
  (∑ j ∈ Finset.range N, f (α + 2 * π * j / N)) / N

/-- The exact mean of a continuous signal over one full turn of the azimuth. -/
def circleMean (f : ℝ → ℂ) : ℂ :=
  (∫ φ in (0 : ℝ)..(2 * π), f φ) / ((2 * π : ℝ) : ℂ)

/-- The grid average of a harmonic of order `k` is its value at the starting angle
if `N` divides `k`, and zero otherwise. -/
theorem gridMean_harmonic {N : ℕ} (hN : N ≠ 0) (α : ℝ) (k : ℤ) :
    gridMean N α (harmonic k) = if (N : ℤ) ∣ k then harmonic k α else 0 := by
  have hN' : (N : ℂ) ≠ 0 := Nat.cast_ne_zero.mpr hN
  obtain ⟨ζ, hζ⟩ : ∃ ζ : ℂ, ζ = Complex.exp (2 * π * Complex.I * k / N) := ⟨_, rfl⟩
  -- on the grid the harmonic is a geometric sequence
  have hterm : ∀ j : ℕ, harmonic k (α + 2 * π * j / N) = harmonic k α * ζ ^ j := by
    intro j
    rw [hζ, ← Complex.exp_nat_mul]
    unfold harmonic
    rw [← Complex.exp_add]
    congr 1
    push_cast
    ring
  have hsum : gridMean N α (harmonic k)
      = harmonic k α * (∑ j ∈ Finset.range N, ζ ^ j) / N := by
    simp only [gridMean, hterm, Finset.mul_sum]
  split_ifs with h
  · have h1 : ζ = 1 := by
      obtain ⟨m, hm⟩ := h
      rw [hζ, Complex.exp_eq_one_iff]
      refine ⟨m, ?_⟩
      rw [div_eq_iff hN', hm]
      push_cast
      ring
    rw [hsum, h1]
    simp only [one_pow, Finset.sum_const, Finset.card_range, nsmul_eq_mul, mul_one]
    exact mul_div_cancel_right₀ _ hN'
  · have hne : ζ ≠ 1 := by
      intro h1
      rw [hζ, Complex.exp_eq_one_iff] at h1
      obtain ⟨m, hm⟩ := h1
      rw [div_eq_iff hN'] at hm
      have hk : (k : ℂ) = N * m := by
        apply mul_left_cancel₀ Complex.two_pi_I_ne_zero
        linear_combination hm
      exact h ⟨m, by exact_mod_cast hk⟩
    have hpow : ζ ^ N = 1 := by
      rw [hζ, ← Complex.exp_nat_mul, Complex.exp_eq_one_iff]
      exact ⟨k, by field_simp⟩
    -- the ratio is a nontrivial root of unity, so the geometric sum vanishes
    have g := geom_sum_mul ζ N
    rw [hpow, sub_self] at g
    rw [hsum, (mul_eq_zero.mp g).resolve_right (sub_ne_zero.mpr hne), mul_zero, zero_div]

/-- Aliasing formula: the grid average of a trigonometric polynomial collects the
harmonics whose order is a multiple of `N`, evaluated at the starting angle. -/
theorem gridMean_trigPoly {N : ℕ} (hN : N ≠ 0) (α : ℝ) (d : ℕ) (c : ℤ → ℂ) :
    gridMean N α (trigPoly d c)
      = ∑ k ∈ (Finset.Icc (-(d : ℤ)) d).filter (fun k => (N : ℤ) ∣ k),
          c k * harmonic k α := by
  have hlin : gridMean N α (trigPoly d c)
      = ∑ k ∈ Finset.Icc (-(d : ℤ)) d, c k * gridMean N α (harmonic k) := by
    simp only [gridMean, trigPoly]
    rw [Finset.sum_comm, Finset.sum_div]
    refine Finset.sum_congr rfl fun k _ => ?_
    rw [← Finset.mul_sum, mul_div_assoc]
  rw [hlin, Finset.sum_filter]
  refine Finset.sum_congr rfl fun k _ => ?_
  rw [gridMean_harmonic hN, mul_ite, mul_zero]

/-- The circular mean of a harmonic is one for order zero and zero for any other order. -/
theorem circleMean_harmonic (k : ℤ) :
    circleMean (harmonic k) = if k = 0 then 1 else 0 := by
  split_ifs with h
  · have hi : ∫ φ in (0 : ℝ)..(2 * π), harmonic k φ = ((2 * π : ℝ) : ℂ) := by
      simp [harmonic, h]
    rw [circleMean, hi]
    exact div_self (Complex.ofReal_ne_zero.mpr (by positivity))
  · have hc : (k : ℂ) * Complex.I ≠ 0 :=
      mul_ne_zero (Int.cast_ne_zero.mpr h) Complex.I_ne_zero
    have he : Complex.exp (k * Complex.I * ((2 * π : ℝ) : ℂ)) = 1 :=
      Complex.exp_eq_one_iff.mpr ⟨k, by push_cast; ring⟩
    simp only [circleMean, harmonic]
    rw [integral_exp_mul_complex hc, he]
    simp

/-- The circular mean of a trigonometric polynomial is its constant coefficient. -/
theorem circleMean_trigPoly (d : ℕ) (c : ℤ → ℂ) : circleMean (trigPoly d c) = c 0 := by
  have hint : ∫ φ in (0 : ℝ)..(2 * π), trigPoly d c φ
      = ∑ k ∈ Finset.Icc (-(d : ℤ)) d, c k * ∫ φ in (0 : ℝ)..(2 * π), harmonic k φ := by
    simp only [trigPoly]
    rw [intervalIntegral.integral_finsetSum]
    · simp only [intervalIntegral.integral_const_mul]
    · intro k _
      apply Continuous.intervalIntegrable
      unfold harmonic
      fun_prop
  have hlin : circleMean (trigPoly d c)
      = ∑ k ∈ Finset.Icc (-(d : ℤ)) d, c k * circleMean (harmonic k) := by
    rw [circleMean, hint, Finset.sum_div]
    exact Finset.sum_congr rfl fun k _ => mul_div_assoc _ _ _
  rw [hlin]
  simp only [circleMean_harmonic, mul_ite, mul_one, mul_zero, Finset.sum_ite_eq']
  exact if_pos (Finset.mem_Icc.mpr ⟨by omega, by omega⟩)

/-- For degree below `N`, the average over `N` equally spaced angles equals the constant
coefficient and the exact circular mean, whatever the starting angle. -/
theorem gridMean_exact {N d : ℕ} (hd : d < N) (α : ℝ) (c : ℤ → ℂ) :
    gridMean N α (trigPoly d c) = c 0 ∧
      gridMean N α (trigPoly d c) = circleMean (trigPoly d c) := by
  have key : gridMean N α (trigPoly d c) = c 0 := by
    rw [gridMean_trigPoly (by omega), Finset.sum_eq_single (0 : ℤ)]
    · simp [harmonic]
    · -- no nonzero order of absolute value below N is a multiple of N
      intro k hk hk0
      exfalso
      obtain ⟨hk1, hdvd⟩ := Finset.mem_filter.mp hk
      obtain ⟨hlo, hhi⟩ := Finset.mem_Icc.mp hk1
      rcases lt_or_gt_of_ne hk0 with hneg | hpos
      · have := Int.le_of_dvd (by omega : 0 < -k) ((dvd_neg).mpr hdvd)
        omega
      · have := Int.le_of_dvd hpos hdvd
        omega
    · intro h0
      exact absurd (Finset.mem_filter.mpr
        ⟨Finset.mem_Icc.mpr ⟨by omega, by omega⟩, dvd_zero _⟩) h0
  exact ⟨key, key.trans (circleMean_trigPoly d c).symm⟩

/-- A grid of `N ≥ 1` equally spaced angles averages all trigonometric polynomials of
degree at most `d` exactly if and only if `d < N`. -/
theorem gridMean_exact_iff {N : ℕ} (hN : N ≠ 0) (α : ℝ) (d : ℕ) :
    (∀ c : ℤ → ℂ, gridMean N α (trigPoly d c) = circleMean (trigPoly d c)) ↔ d < N := by
  refine ⟨fun h => ?_, fun hd c => (gridMean_exact hd α c).2⟩
  by_contra hd
  -- test the grid on the single harmonic of order N
  have hc := h (fun k => if k = (N : ℤ) then 1 else 0)
  have hmem : (N : ℤ) ∈ (Finset.Icc (-(d : ℤ)) d).filter (fun k => (N : ℤ) ∣ k) :=
    Finset.mem_filter.mpr ⟨Finset.mem_Icc.mpr ⟨by omega, by omega⟩, dvd_refl _⟩
  have h0 : ¬ ((0 : ℤ) = (N : ℤ)) := by omega
  rw [gridMean_trigPoly hN, circleMean_trigPoly] at hc
  simp only [ite_mul, one_mul, zero_mul, Finset.sum_ite_eq'] at hc
  rw [if_pos hmem, if_neg h0] at hc
  exact Complex.exp_ne_zero _ hc

/-- For `cos(Nφ)` the average over `N` equally spaced angles starting at `α` is `cos(Nα)`,
while the circular mean is zero. -/
theorem cos_aliasing {N : ℕ} (hN : N ≠ 0) (α : ℝ) :
    gridMean N α (fun φ => (Real.cos (N * φ) : ℂ)) = (Real.cos (N * α) : ℂ) ∧
      circleMean (fun φ => (Real.cos (N * φ) : ℂ)) = 0 := by
  have hR : (N : ℝ) ≠ 0 := Nat.cast_ne_zero.mpr hN
  constructor
  · -- every grid point sees the same phase modulo a full turn
    have hterm : ∀ j : ℕ, Real.cos (N * (α + 2 * π * j / N)) = Real.cos (N * α) := by
      intro j
      have harg : (N : ℝ) * (α + 2 * π * j / N) = N * α + j * (2 * π) := by
        field_simp
      rw [harg, Real.cos_add_nat_mul_two_pi]
    simp only [gridMean, hterm, Finset.sum_const, Finset.card_range, nsmul_eq_mul]
    exact mul_div_cancel_left₀ _ (Nat.cast_ne_zero.mpr hN)
  · have hsin : Real.sin (N * (2 * π)) = 0 := by
      have h := Real.sin_nat_mul_pi (N * 2)
      push_cast at h
      rwa [mul_assoc] at h
    have hint : ∫ φ in (0 : ℝ)..(2 * π), Real.cos (N * φ) = 0 := by
      rw [intervalIntegral.integral_comp_mul_left (fun x => Real.cos x) hR, integral_cos,
        hsin]
      simp
    rw [circleMean, intervalIntegral.integral_ofReal, hint]
    simp

/-- On the unshifted grid `2πj/N` the average of `cos(Nφ)` is one, although its circular
mean is zero. -/
theorem cos_unshifted_grid {N : ℕ} (hN : N ≠ 0) :
    gridMean N 0 (fun φ => (Real.cos (N * φ) : ℂ)) = 1 ∧
      circleMean (fun φ => (Real.cos (N * φ) : ℂ)) = 0 := by
  refine ⟨?_, (cos_aliasing hN 0).2⟩
  rw [(cos_aliasing hN 0).1, mul_zero, Real.cos_zero, Complex.ofReal_one]

end

end AzimuthalPowderGrid
```

```lean
#print axioms AzimuthalPowderGrid.gridMean_exact_iff
-- 'AzimuthalPowderGrid.gridMean_exact_iff' depends on axioms: [propext, Classical.choice, Quot.sound]
#print axioms AzimuthalPowderGrid.cos_unshifted_grid
-- 'AzimuthalPowderGrid.cos_unshifted_grid' depends on axioms: [propext, Classical.choice, Quot.sound]
```

## Definitions and proof steps in the code

`harmonic k φ` is $e^{ik\phi}$ with integer $k$. `trigPoly d c` is $f$; the function `c` is defined on all integers, but only its values from $-d$ to $d$ are used. The number `d` bounds the degree, since the outermost coefficients may vanish. `gridMean N α` and `circleMean` are $G$ and $M$. The hypothesis `hN : N ≠ 0` says that there is at least one angle; in `gridMean_exact` this already follows from `d < N`.

- `gridMean_harmonic` carries out the root-of-unity argument. Its `hterm` is the geometric sequence, `split_ifs` separates the two divisibility cases, and `geom_sum_mul` supplies the identity that makes the sum vanish.
- `gridMean_trigPoly` exchanges the sums over angles and orders, which gives the aliasing formula.
- `circleMean_harmonic` integrates one exponential, and `circleMean_trigPoly` extends the result by linearity.
- `gridMean_exact` says that for `d < N` the grid mean equals both `c 0` and the circular mean. It uses `Int.le_of_dvd` to exclude nonzero multiples of $N$, treating negative and positive orders separately.
- `gridMean_exact_iff` states the equivalence for a fixed `α`, with exactness required for every coefficient function. The converse inserts the single harmonic of order $N$.
- `cos_aliasing` proves both cosine means directly from periodicity and integration, and `cos_unshifted_grid` sets `α` to zero.

## Finite harmonics and exact arithmetic

The equivalence concerns all coefficient choices together. A particular signal with $d\ge N$ can still be averaged correctly, for instance when its coefficients at nonzero multiples of $N$ vanish. Shifting the grid to $\alpha=\pi/(2N)$ likewise removes the error for $\cos(N\phi)$, but $\sin(N\phi)$ then averages to 1.

The finite degree is assumed, not derived from a spin Hamiltonian. It stands for an angular dependence with no variation faster than order $d$. Spectral intensity at a fixed field generally violates this, because a line shape is evaluated at an orientation-dependent resonance position; the theorems give no error bound for that case.

They also treat the azimuth alone, in exact arithmetic. The polar quadrature with its weight $\sin\theta$, interpolation between orientations and floating-point rounding need their own error analysis.
